# The left-end charge of a chain of integer point charges with a neutral cell is minus the cell dipole per lattice constant, up to an integer

To read the charge at the left end of an ionic chain off its bulk cell, one sums charge times position over the cell, divides by the lattice constant, reverses the sign, and treats the result as known only up to a whole number of elementary charges. For integer point charges in a neutral cell, the following Lean file proves that this procedure is correct, with the end charge defined as the charge accumulated from the left, averaged over a window one lattice constant long that lies inside the chain, past the first site of every sublattice and past any charges added at the end.

```lean
import Mathlib

open MeasureTheory

namespace SurfaceChargeTheorem

noncomputable section

variable {ι κ : Type*} [Fintype ι] [Fintype κ]

/-- Number of sites `x, x + 1, x + 2, …` of a half-infinite sublattice at or left of `s`. -/
def siteCount (x s : ℝ) : ℕ := {n : ℕ | x + n ≤ s}.ncard

/-- Charge at or left of `s` in the half-infinite chain with charges `q j` at `x j + n`, `n ≥ 0`. -/
def chainCharge (q : ι → ℤ) (x : ι → ℝ) (s : ℝ) : ℝ :=
  ∑ j, (q j : ℝ) * (siteCount (x j) s : ℝ)

/-- Charge at or left of `s` due to finitely many extra charges `p k` at positions `y k`. -/
def adsorbedCharge (p : κ → ℤ) (y : κ → ℝ) (s : ℝ) : ℝ :=
  ∑ k, if y k ≤ s then (p k : ℝ) else 0

/-- Average of `f` over the window `[s0, s0 + 1]`, one lattice constant long. -/
def cellAverage (f : ℝ → ℝ) (s0 : ℝ) : ℝ := ∫ s in s0..(s0 + 1), f s

/-- The number of sublattice sites at or left of `s` is a staircase function of `s`. -/
theorem siteCount_eq (x s : ℝ) : siteCount x s = ⌊s - x + 1⌋₊ := by
  have h : {n : ℕ | x + n ≤ s} = ↑(Finset.range ⌊s - x + 1⌋₊) := by
    ext n
    rw [Set.mem_ofPred_eq, Finset.mem_coe, Finset.mem_range, ← Nat.succ_le_iff,
      Nat.le_floor_iff' (Nat.succ_ne_zero n), Nat.cast_succ]
    constructor <;> intro h <;> linarith
  rw [siteCount, h, Set.ncard_coe_finset, Finset.card_range]

/-- The staircase `⌊t⌋` averaged over the window `[a, a + 1]` equals `a`. -/
theorem average_floor (a : ℝ) : ∫ t in a..(a + 1), ((⌊t⌋ : ℤ) : ℝ) = a := by
  -- the fractional part is periodic and averages to one half
  have hper : Function.Periodic (Int.fract : ℝ → ℝ) 1 := fun t => Int.fract_add_one t
  have h01 : ∫ t in (0 : ℝ)..1, Int.fract t = ∫ t in (0 : ℝ)..1, t := by
    rw [intervalIntegral.integral_of_le zero_le_one, intervalIntegral.integral_of_le zero_le_one,
      integral_Ioc_eq_integral_Ioo, integral_Ioc_eq_integral_Ioo]
    exact setIntegral_congr_fun measurableSet_Ioo
      (fun t ht => Int.fract_eq_self.2 ⟨ht.1.le, ht.2⟩)
  have hfr : ∫ t in a..(a + 1), Int.fract t = 1 / 2 := by
    rw [hper.intervalIntegral_add_eq a 0, zero_add, h01, integral_id]
    norm_num
  have hfl : IntervalIntegrable (fun t : ℝ => ((⌊t⌋ : ℤ) : ℝ)) volume a (a + 1) :=
    Monotone.intervalIntegrable (fun s t h => Int.cast_le.2 (Int.floor_mono h))
  have hid : IntervalIntegrable (fun t : ℝ => t) volume a (a + 1) :=
    continuous_id.intervalIntegrable _ _
  have hs : ∫ t in a..(a + 1), Int.fract t
      = (∫ t in a..(a + 1), t) - ∫ t in a..(a + 1), ((⌊t⌋ : ℤ) : ℝ) :=
    intervalIntegral.integral_sub hid hfl
  rw [hfr, integral_id] at hs
  linarith

private theorem siteCount_integrable (x a b : ℝ) :
    IntervalIntegrable (fun s => (siteCount x s : ℝ)) volume a b := by
  apply Monotone.intervalIntegrable
  intro s t h
  simp only [siteCount_eq]
  exact Nat.cast_le.2 (Nat.floor_mono (by linarith))

/-- If the window ends at or right of the first site `x`, the averaged number of sites of one
sublattice is `s0 + 1 - x`. -/
theorem average_siteCount {x s0 : ℝ} (hx : x ≤ s0 + 1) :
    cellAverage (fun s => (siteCount x s : ℝ)) s0 = s0 + 1 - x := by
  have h : ∫ s in s0..(s0 + 1), (siteCount x s : ℝ)
      = ∫ s in s0..(s0 + 1), ((⌊s + (1 - x)⌋ : ℤ) : ℝ) := by
    apply intervalIntegral.integral_congr
    intro s hs
    rw [Set.uIcc_of_le (by linarith)] at hs
    have h0 : 0 ≤ s - x + 1 := by linarith [hs.1]
    have e : s + (1 - x) = s - x + 1 := by ring
    have f : ⌊s - x + 1⌋ = ((⌊s - x + 1⌋₊ : ℕ) : ℤ) := by
      rw [Int.floor_eq_iff, Int.cast_natCast]
      exact ⟨Nat.floor_le h0, Nat.lt_floor_add_one _⟩
    simp only [siteCount_eq, e]
    rw [f, Int.cast_natCast]
  have h2 := intervalIntegral.integral_comp_add_right (a := s0) (b := s0 + 1)
    (fun t : ℝ => ((⌊t⌋ : ℤ) : ℝ)) (1 - x)
  refine h.trans (h2.trans ?_)
  rw [show s0 + 1 + (1 - x) = (s0 + (1 - x)) + 1 by ring, average_floor]
  ring

/-- Averaged charge of a chain whose cell may carry a net charge. -/
theorem average_chainCharge (q : ι → ℤ) (x : ι → ℝ) {s0 : ℝ} (hx : ∀ j, x j ≤ s0 + 1) :
    cellAverage (chainCharge q x) s0
      = (∑ j, (q j : ℝ)) * (s0 + 1) - ∑ j, (q j : ℝ) * x j := by
  have each : ∀ j, ∫ s in s0..(s0 + 1), (q j : ℝ) * (siteCount (x j) s : ℝ)
      = (q j : ℝ) * (s0 + 1 - x j) := by
    intro j
    rw [intervalIntegral.integral_const_mul]
    exact congrArg _ (average_siteCount (hx j))
  simp only [cellAverage, chainCharge]
  rw [intervalIntegral.integral_finsetSum
    (fun j _ => (siteCount_integrable (x j) s0 (s0 + 1)).const_mul _),
    Finset.sum_congr rfl (fun j _ => each j)]
  simp only [mul_sub, Finset.sum_sub_distrib, Finset.sum_mul]

/-- For a neutral cell the averaged charge is minus the cell dipole, for every window that ends at
or right of the first site of each sublattice. -/
theorem surfaceCharge_eq_neg_dipole (q : ι → ℤ) (x : ι → ℝ) (hq : ∑ j, q j = 0)
    {s0 : ℝ} (hx : ∀ j, x j ≤ s0 + 1) :
    cellAverage (chainCharge q x) s0 = -∑ j, (q j : ℝ) * x j := by
  have h : ∑ j, (q j : ℝ) = 0 := by exact_mod_cast hq
  rw [average_chainCharge q x hx, h]
  ring

/-- For two different windows that both end at or right of the first site of each sublattice, the
averaged charges agree exactly when the cell is neutral. -/
theorem average_eq_iff_neutral (q : ι → ℤ) (x : ι → ℝ) {s0 s1 : ℝ} (hne : s0 ≠ s1)
    (h0 : ∀ j, x j ≤ s0 + 1) (h1 : ∀ j, x j ≤ s1 + 1) :
    cellAverage (chainCharge q x) s0 = cellAverage (chainCharge q x) s1 ↔ ∑ j, q j = 0 := by
  constructor
  · intro h
    rw [average_chainCharge q x h0, average_chainCharge q x h1] at h
    have hm : (∑ j, (q j : ℝ)) * (s0 - s1) = 0 := by linear_combination h
    have hz := (mul_eq_zero.1 hm).resolve_right (sub_ne_zero.2 hne)
    exact_mod_cast hz
  · intro h
    rw [surfaceCharge_eq_neg_dipole q x h h0, surfaceCharge_eq_neg_dipole q x h h1]

/-- Integer charges added at or left of `s0` change the averaged charge by their integer sum. -/
theorem average_add_adsorbed (q : ι → ℤ) (x : ι → ℝ) (p : κ → ℤ) (y : κ → ℝ)
    {s0 : ℝ} (hy : ∀ k, y k ≤ s0) :
    cellAverage (fun s => chainCharge q x s + adsorbedCharge p y s) s0
      = cellAverage (chainCharge q x) s0 + ((∑ k, p k : ℤ) : ℝ) := by
  have hc : IntervalIntegrable (chainCharge q x) volume s0 (s0 + 1) :=
    ⟨MeasureTheory.integrable_finsetSum _ (fun j _ =>
        ((siteCount_integrable (x j) s0 (s0 + 1)).const_mul (q j : ℝ)).1),
      MeasureTheory.integrable_finsetSum _ (fun j _ =>
        ((siteCount_integrable (x j) s0 (s0 + 1)).const_mul (q j : ℝ)).2)⟩
  -- every added charge is already counted throughout the window
  have h : ∫ s in s0..(s0 + 1), (chainCharge q x s + adsorbedCharge p y s)
      = ∫ s in s0..(s0 + 1), (chainCharge q x s + ((∑ k, p k : ℤ) : ℝ)) := by
    apply intervalIntegral.integral_congr
    intro s hs
    rw [Set.uIcc_of_le (by linarith)] at hs
    have e : adsorbedCharge p y s = ((∑ k, p k : ℤ) : ℝ) := by
      rw [adsorbedCharge, Int.cast_sum]
      exact Finset.sum_congr rfl (fun k _ => if_pos ((hy k).trans hs.1))
    simp only [e]
  unfold cellAverage
  rw [h, intervalIntegral.integral_add hc intervalIntegrable_const,
    intervalIntegral.integral_const]
  simp

/-- Shifting the start of each sublattice of a neutral chain of point charges by `m j` cells and
adding integer charges at or left of `s1` changes the averaged charge by an integer. The windows at
`s0` (before) and `s1` (after) must end at or right of the first site of each sublattice. -/
theorem surface_theorem (q : ι → ℤ) (x : ι → ℝ) (hq : ∑ j, q j = 0) (m : ι → ℤ)
    (p : κ → ℤ) (y : κ → ℝ) {s0 s1 : ℝ} (h0 : ∀ j, x j ≤ s0 + 1)
    (h1 : ∀ j, x j + m j ≤ s1 + 1) (hy : ∀ k, y k ≤ s1) :
    cellAverage (fun s => chainCharge q (fun j => x j + m j) s + adsorbedCharge p y s) s1
      = cellAverage (chainCharge q x) s0 + ((∑ k, p k - ∑ j, q j * m j : ℤ) : ℝ) := by
  rw [average_add_adsorbed q _ p y hy, surfaceCharge_eq_neg_dipole q _ hq h1,
    surfaceCharge_eq_neg_dipole q x hq h0]
  simp only [mul_add, Finset.sum_add_distrib]
  push_cast
  ring

/-- For the chain with charges `+1` at `n` and `-1` at `n + 1/2`, `n ≥ 0`, and a window starting at
`s0 ≥ -1/2`, no finite set of integer charges added at or left of `s0` makes the averaged charge
vanish. -/
theorem alternating_chain_ne_zero (p : κ → ℤ) (y : κ → ℝ) {s0 : ℝ} (hs : -1 / 2 ≤ s0)
    (hy : ∀ k, y k ≤ s0) :
    cellAverage (fun s => chainCharge ![1, -1] ![0, 1 / 2] s + adsorbedCharge p y s) s0 ≠ 0 := by
  have hx : ∀ j : Fin 2, (![0, 1 / 2] : Fin 2 → ℝ) j ≤ s0 + 1 := by
    intro j
    fin_cases j
    · show (0 : ℝ) ≤ s0 + 1
      linarith
    · show (1 / 2 : ℝ) ≤ s0 + 1
      linarith
  have hd : -∑ j : Fin 2, (((![1, -1] : Fin 2 → ℤ) j : ℤ) : ℝ) * (![0, 1 / 2] : Fin 2 → ℝ) j
      = 1 / 2 := by
    simp [Fin.sum_univ_two]
  rw [average_add_adsorbed _ _ p y hy,
    surfaceCharge_eq_neg_dipole _ _ (by simp [Fin.sum_univ_two]) hx, hd]
  -- one half plus an integer is never zero
  generalize (∑ k, p k) = N
  intro h
  have h2 : (2 : ℝ) * (N : ℝ) + 1 = 0 := by linarith
  have h3 : 2 * N + 1 = 0 := by exact_mod_cast h2
  omega

end

end SurfaceChargeTheorem
```

```lean
#print axioms SurfaceChargeTheorem.surfaceCharge_eq_neg_dipole
#print axioms SurfaceChargeTheorem.average_eq_iff_neutral
#print axioms SurfaceChargeTheorem.surface_theorem
#print axioms SurfaceChargeTheorem.alternating_chain_ne_zero
```

```
'SurfaceChargeTheorem.surfaceCharge_eq_neg_dipole' depends on axioms: [propext, Classical.choice, Quot.sound]
'SurfaceChargeTheorem.average_eq_iff_neutral' depends on axioms: [propext, Classical.choice, Quot.sound]
'SurfaceChargeTheorem.surface_theorem' depends on axioms: [propext, Classical.choice, Quot.sound]
'SurfaceChargeTheorem.alternating_chain_ne_zero' depends on axioms: [propext, Classical.choice, Quot.sound]
```

## A chain with a left end and a sliding window

Lengths are measured in lattice constants and charges in elementary charges. The cell contains finitely many charges, labelled by $j$ in the finite type `ι`. Charge $q_j$ (`q j`, an integer) sits at $x_j+n$ for $n=0,1,2,\dots$, so the chain ends on the left and continues forever to the right. The positions $x_j$ are arbitrary real numbers, and choosing them also chooses where each sublattice begins.

`siteCount x s` is the number of sites of one sublattice at or left of $s$. `chainCharge q x s` weights these counts by the charges and adds them, which gives the accumulated charge $C(s)$. This function jumps at every ion, so a single value of it depends on where one stops counting. `cellAverage` removes the jumps by integrating over $[s_0,s_0+1]$; the window has length one, so the integral is already the average.

The theorem `surfaceCharge_eq_neg_dipole` says that if $\sum_j q_j=0$ and $x_j\le s_0+1$ for every $j$, then

$$\int_{s_0}^{s_0+1} C(s)\,ds=-\sum_j q_jx_j .$$

The right-hand side does not contain $s_0$. The minus sign is the usual one for bound charge: the outward normal at a left end points against the axis.

`surface_theorem` compares two terminations of the same bulk. In the second, sublattice $j$ starts at $x_j+m_j$ with $m_j$ an integer, and finitely many extra integer charges $p_k$ sit at positions $y_k\le s_1$, where $s_1$ is the start of the second window. If the cell is neutral and each window ends at or right of the first site of every sublattice in its own chain, the averaged charge changes by $\sum_k p_k-\sum_j q_jm_j$, an integer.

These are classical point charges in one dimension. The surface theorem of polarization theory concerns insulators with continuous electron densities, where integer charges enter through Wannier centres and polarization through a Berry phase; neither appears in the file. The result bears on electronic structure as the point-charge model of why bulk polarization in one dimension fixes an end charge only modulo an integer.

## From counting sites to the dipole

**One sublattice.** A site $x+n$ is counted when $n+1\le s-x+1$. For $s\ge x-1$ the number of such $n\ge 0$ is therefore $\lfloor s-x+1\rfloor$. `siteCount_eq` proves this by identifying the counted set with the first $\lfloor s-x+1\rfloor$ natural numbers. It uses the natural-number floor `⌊·⌋₊`, which is zero for negative arguments and so also covers points further left.

**The average of a staircase.** Write $\lfloor t\rfloor=t-\{t\}$, where $\{t\}$ is the fractional part. Since $\{t\}$ has period one, its integral over any unit window is $\int_0^1 t\,dt=\tfrac12$. Hence

$$\int_a^{a+1}\lfloor t\rfloor\,dt=\left(a+\tfrac12\right)-\tfrac12=a .$$

`average_floor` follows the same route: `hper` is the periodicity, `h01` replaces $\{t\}$ by $t$ inside the unit interval, and `hfr` is the value one half.

**Moving the window.** Substituting $t=s+1-x$ gives an averaged count of $s_0+1-x$, which is `average_siteCount`. The hypothesis $x\le s_0+1$ keeps $s-x+1$ non-negative throughout the window, so the natural-number floor agrees with the ordinary one.

**Summing the cell.** When $x_j\le s_0+1$ for every $j$, multiplying by $q_j$ and adding gives `average_chainCharge`:

$$\int_{s_0}^{s_0+1}C(s)\,ds=\Big(\sum_j q_j\Big)(s_0+1)-\sum_j q_jx_j .$$

Exchanging sum and integral requires each count to be integrable, which holds because it is monotone in $s$. Neutrality removes the first term. Conversely, equal averages for $s_0\ne s_1$ give $(\sum_j q_j)(s_0-s_1)=0$, so the cell is neutral; this is `average_eq_iff_neutral`.

**Changing the end.** An extra charge with $y_k\le s_0$ is counted at every $s$ in the window. It therefore adds the constant $p_k$, as `average_add_adsorbed` states. For `surface_theorem`, replace $x_j$ by $x_j+m_j$ in the dipole formula, add $\sum_k p_k$, and subtract the original average:

$$-\sum_j q_j(x_j+m_j)+\sum_k p_k+\sum_j q_jx_j=\sum_k p_k-\sum_j q_jm_j .$$

## Three charges per cell

Take charges $+2,-1,-1$ at $0,\ 0.3,\ 0.6$. The formula gives $-(0-0.3-0.6)=0.9$. Directly, with $s_0=0$, the accumulated charge is $2$ up to $0.3$, then $1$ up to $0.6$, then $0$, and the average is $0.6+0.3=0.9$.

Now start the last sublattice one cell later, at $1.6$. With the window $[1,2]$, the accumulated charge is $3$ up to $1.3$, $2$ up to $1.6$, and $1$ after that. The average is $0.9+0.6+0.4=1.9$, larger by exactly one, as $-q_jm_j=1$ requires.

## The edge of the allowed window, and a half charge that stays

In the limiting case $x=s_0+1$, the first site of a sublattice lies on the right end of the window. The count is zero except at that single point, so its average is $0=s_0+1-x$. If $x$ is larger, the average remains zero while the formula turns negative, so for a single sublattice the bound is sharp.

The alternating chain, $+1$ at $n$ and $-1$ at $n+\tfrac12$ for $n\ge 0$, has averaged end charge $\tfrac12$ for every window with $s_0\ge-\tfrac12$. Integer charges added at or left of $s_0$ turn this into $\tfrac12+N$ with $N$ an integer. If that vanished, $2N+1$ would be zero, which parity forbids; `alternating_chain_ne_zero` ends with this argument. The infinite chain is symmetric under inversion about each ion, yet no such decoration makes its end neutral.
